# The cyclic shift of a finite orthonormal basis is unitary

On a state space of finite dimension n + 1 with orthonormal basis e_0, …, e_n, the operator `phaseShift n` moves each basis state e_(k+1) to e_k and wraps e_0 round to e_n; despite its name, it is defined by permuting the basis states, not by attaching phases to them. The theorem says that this operator is unitary, so it preserves inner products and hence the norm of every state. In matrix terms, the complex matrix U with entry 1 where j = i + 1 (modulo n + 1) and 0 elsewhere belongs to the unitary group. The attempt turns this into the equation U U† = 1 and compares entries, treating the diagonal and off-diagonal cases separately and leaving the sums to `simp`.

As first written in Lean, the proof fails:

```lean
import Mathlib

open Matrix

namespace PhaseShiftUnitary

noncomputable section

/-- The cyclic shift `U`, which sends `e_(k+1)` to `e_k` and `e_0` to `e_n`;
the sum `i + 1` is taken modulo `n + 1`. -/
def phaseShift (n : ℕ) : Matrix (Fin (n + 1)) (Fin (n + 1)) ℂ :=
  Matrix.of fun i j => if j = i + 1 then 1 else 0

/-- The cyclic shift is unitary. -/
theorem phaseShift_unitary (n : ℕ) :
    phaseShift n ∈ unitaryGroup (Fin (n + 1)) ℂ := by
  rw [mem_unitaryGroup_iff]
  ext i j
  by_cases h : i = j
  · subst h
    simp [phaseShift, Matrix.mul_apply, Matrix.star_apply]
  · simp [phaseShift, Matrix.mul_apply, Matrix.star_apply, h]

end

end PhaseShiftUnitary
```

The compiler's answer:

```
Main.lean:22:2: error: unsolved goals
case neg
n : ℕ
i j : Fin (n + 1)
h : ¬i = j
⊢ ¬j = i
```

This version goes through:

```diff
@@ -20,5 +20,5 @@
   · subst h
     simp [phaseShift, Matrix.mul_apply, Matrix.star_apply]
-  · simp [phaseShift, Matrix.mul_apply, Matrix.star_apply, h]
+  · simp [phaseShift, Matrix.mul_apply, Matrix.star_apply, h, Ne.symm h]
 
 end
```

Cause. The message concerns the off-diagonal case, where the entry of U U† must be 0. `simp` does nearly all the work, but stops at the goal `¬j = i` with `h : ¬i = j` in hand. The two say the same thing, since equality is symmetric, but they are written in opposite orders. Given `h`, `simp` can replace `i = j` by `False`; here it did not do the same for `j = i`, so the goal stayed open.

The repair adds `Ne.symm h` to the `simp` call. This is the same inequality turned round, `j ≠ i`, which is what the remaining goal asks for, so `simp` can now close it. The original `h` stays in the list, and nothing else in the file changes.
